# Two-body matrix elements between Slater determinants with invertible overlap

The Slater–Condon rules generally give me the wrong interaction element between two determinants from separate Hartree–Fock calculations. They assume that both determinants take their orbitals from one common orthonormal set, and my two sets $\phi$ and $\chi$ do not come from one. Expanding both determinants produces $(N!)^2$ terms. I have seen the answer written with a single one-particle function $R$, but how can that hold the whole pair interaction, exchange included?

## Two pinned particles leave a 2×2 minor

It can, provided the overlap matrix between the two sets is invertible. Let $X$ be a finite set of one-particle points, which may carry a spin label, and let $x=(x_i)$ be a configuration of $N$ particles. Define

$$D_\phi(x)=\det[\phi_j(x_i)],\qquad S_{ij}=\sum_y\overline{\phi_i(y)}\chi_j(y),\qquad W(x)=\sum_{i<k}V(x_i,x_k),$$

$$\tilde\chi_l(a)=\sum_j\chi_j(a)(S^{-1})_{jl},\qquad R(a,b)=\sum_l\tilde\chi_l(a)\overline{\phi_l(b)}.$$

For symmetric $V$ and $\det S\neq0$, the result is

$$\sum_x\overline{D_\phi}\,W\,D_\chi=\frac{N!\det S}{2}\sum_{a,b}V(a,b)\,[R(a,a)R(b,b)-R(a,b)R(b,a)].$$

First expand the bra:

$$\overline{D_\phi(x)}=\sum_\sigma\operatorname{sgn}\sigma\prod_l\overline{\phi_l(x_{\sigma(l)})}.$$

Relabel the particles by $x'_l=x_{\sigma(l)}$. Then $W$ is unchanged and $D_\chi(x')=\operatorname{sgn}\sigma\,D_\chi(x)$, so the signs cancel. All $N!$ permutations contribute equally, and the left side is

$$N!\sum_x\prod_l\overline{\phi_l(x_l)}\,W(x)D_\chi(x).$$

Next, for any one-particle weights $g_l$, expanding $D_\chi$ and summing each coordinate separately gives

$$\sum_x\prod_l g_l(x_l)\,D_\chi(x)=\sum_\sigma\operatorname{sgn}\sigma\prod_l\sum_y g_l(y)\chi_{\sigma(l)}(y)=\det\Big[\sum_y g_l(y)\chi_j(y)\Big].$$

With $g_l=\overline{\phi_l}$ this is $\det S$. Now take $i\neq k$ and pin particle $i$ at $a$ and particle $k$ at $b$, by putting Kronecker deltas into $g_i$ and $g_k$. Rows $i$ and $k$ of $S$ become $\overline{\phi_i(a)}\,u$ and $\overline{\phi_k(b)}\,v$, where $u_j=\chi_j(a)$ and $v_j=\chi_j(b)$.

Take out the two prefactors. The matrix with rows $u$ and $v$ equals $ES$, where $E$ is the unit matrix with rows $i,k$ replaced by $p=uS^{-1}$ and $q=vS^{-1}$. Expanding along the untouched unit rows gives $\det E=p_iq_k-p_kq_i$. Since $p_l=\tilde\chi_l(a)$ and $q_l=\tilde\chi_l(b)$, the pinned sum is

$$\det S\;\overline{\phi_i(a)}\,\overline{\phi_k(b)}\,[\tilde\chi_i(a)\tilde\chi_k(b)-\tilde\chi_k(a)\tilde\chi_i(b)].$$

Finally, symmetry of $V$ gives $2W=\sum_{i\neq k}V(x_i,x_k)$. Multiply the pinned sum by $V(a,b)$ and sum over $a,b,i,k$. Terms with $i=k$ may be included because their bracket is zero. The first product sums to $R(a,a)R(b,b)$ and the second to $R(a,b)R(b,a)$, which is the exchange part. The factor $N!/2$ completes the formula.

If $\phi=\chi$ is orthonormal, then $S=1$ and $R(a,b)=\sum_j\phi_j(a)\overline{\phi_j(b)}$. With $p,q,r,s$ now standing for orbitals in the two-electron integral $\langle pq|rs\rangle$, the element becomes

$$\frac{N!}{2}\sum_{j,l}\big(\langle jl|jl\rangle-\langle jl|lj\rangle\big),$$

$$\langle pq|rs\rangle=\sum_{a,b}V(a,b)\,\overline{p(a)}\,\overline{q(b)}\,r(a)s(b).$$

These determinants are unnormalised. When each family is orthonormal in itself, normalising both states divides the elements by $N!$, leaving prefactors $\det S/2$ and $1/2$.

## Orbitals, overlap and interaction as Lean objects

An orbital family is a function `Fin N → X → ℂ`, with labels starting at 0. `slater`, `overlap` and `pairEnergy` are $D$, $S$ and $W$; `transitionDensity` is $R$. Its $S^{-1}$ divides out the many-particle overlap, a normalisation that not every text uses for a transition density. `dualOrbital` is $\tilde\chi_l$, whose overlap with $\phi_i$ is 1 for $i=l$ and 0 otherwise when $S$ is invertible, and `twoElectron` is $\langle pq|rs\rangle$.

In `two_body_matrix_element`, `hS` says that $\det S\neq0$: physically, the two determinants are not orthogonal. `hV` says that the interaction does not distinguish which particle comes first. $V$ may be complex, and neither family need be orthonormal. `coulomb_sub_exchange` keeps `hV` and replaces `hS` by `overlap φ φ = 1`.

The formula serves non-orthogonal configuration interaction on a finite set of points with an interaction of the form $V(a,b)$, for pairs of determinants with invertible $S$. In a general finite orbital basis the interaction has four indices, a case not treated here. For singular $S$ the element can be nonzero, but this expression does not supply it. Passing from sums over $X$ to integrals over continuous space is a further step that the hypotheses leave open.

```lean
import Mathlib

open Matrix ComplexConjugate

namespace SlaterTwoBody

noncomputable section

variable {X : Type*} [Fintype X] {N : ℕ}

/-- The unnormalised Slater determinant `det φ_j(x_i)` of `N` orbitals. -/
def slater (φ : Fin N → X → ℂ) (x : Fin N → X) : ℂ :=
  (Matrix.of fun i j => φ j (x i)).det

/-- The overlap matrix `S_ij = ⟨φ_i, χ_j⟩` of two orbital families. -/
def overlap (φ χ : Fin N → X → ℂ) : Matrix (Fin N) (Fin N) ℂ :=
  Matrix.of fun i j => ∑ y, conj (φ i y) * χ j y

/-- The interaction energy `∑_{i<k} V(x_i, x_k)` of `N` particles. -/
def pairEnergy (V : X → X → ℂ) (x : Fin N → X) : ℂ :=
  ∑ i, ∑ k, if i < k then V (x i) (x k) else 0

/-- The transition density `R(x,y) = ∑_jl χ_j(x) (S⁻¹)_jl conj φ_l(y)`,
for families with invertible overlap `S`. -/
def transitionDensity (φ χ : Fin N → X → ℂ) (x y : X) : ℂ :=
  ∑ j, ∑ l, χ j x * (overlap φ χ)⁻¹ j l * conj (φ l y)

/-- The orbitals `∑_j χ_j(a) (S⁻¹)_jl`, for families with invertible overlap `S`. -/
def dualOrbital (φ χ : Fin N → X → ℂ) (l : Fin N) (a : X) : ℂ :=
  ((fun j => χ j a) ᵥ* (overlap φ χ)⁻¹) l

/-- The two-electron integral `⟨pq|rs⟩` of the interaction `V`. -/
def twoElectron (V : X → X → ℂ) (p q r s : X → ℂ) : ℂ :=
  ∑ a, ∑ b, V a b * (conj (p a) * conj (q b) * r a * s b)

/-- Replacing two different rows of the unit matrix by `p` and `q` leaves a 2 by 2 minor. -/
theorem det_one_two_rows {i k : Fin N} (hik : i ≠ k) (p q : Fin N → ℂ) :
    (((1 : Matrix (Fin N) (Fin N) ℂ).updateRow i p).updateRow k q).det
      = p i * q k - p k * q i := by
  -- the replacement is a rank-two update of the unit matrix
  have h : ((1 : Matrix (Fin N) (Fin N) ℂ).updateRow i p).updateRow k q
      = 1 + (Matrix.of fun l (s : Fin 2) => if l = ![i, k] s then (1 : ℂ) else 0)
        * (Matrix.of fun (s : Fin 2) m => ![p m - (1 : Matrix (Fin N) (Fin N) ℂ) i m,
            q m - (1 : Matrix (Fin N) (Fin N) ℂ) k m] s) := by
    ext l m
    by_cases hk : l = k
    · simp [hk, Matrix.mul_apply, Fin.sum_univ_two, hik.symm]
    · by_cases hi : l = i
      · simp [hi, Matrix.mul_apply, Fin.sum_univ_two, hik]
      · simp [hi, hk, Matrix.mul_apply, Fin.sum_univ_two]
  -- multiplying by the indicator matrix selects columns i and k
  have e : ∀ (W : Matrix (Fin 2) (Fin N) ℂ) (s t : Fin 2),
      (W * (Matrix.of fun l (s : Fin 2) => if l = ![i, k] s then (1 : ℂ) else 0)) s t
        = W s (![i, k] t) := fun W s t => by
    simp [Matrix.mul_apply]
  rw [h, Matrix.det_one_add_mul_comm, Matrix.det_fin_two]
  simp only [Matrix.add_apply, e]
  simp [Matrix.one_apply, hik, hik.symm]

/-- Two-row Cramer rule: replacing two different rows of an invertible matrix `S` by `u` and `v`
multiplies its determinant by a 2 by 2 minor of `u S⁻¹` and `v S⁻¹`. -/
theorem det_two_rows {S : Matrix (Fin N) (Fin N) ℂ} (hS : S.det ≠ 0) {i k : Fin N}
    (hik : i ≠ k) (u v : Fin N → ℂ) :
    ((S.updateRow i u).updateRow k v).det = S.det *
      ((u ᵥ* S⁻¹) i * (v ᵥ* S⁻¹) k - (u ᵥ* S⁻¹) k * (v ᵥ* S⁻¹) i) := by
  have key : ∀ w : Fin N → ℂ, (w ᵥ* S⁻¹) ᵥ* S = w := fun w => by
    rw [Matrix.vecMul_vecMul, Matrix.nonsing_inv_mul _ hS.isUnit, Matrix.vecMul_one]
  have h : (S.updateRow i u).updateRow k v
      = (((1 : Matrix (Fin N) (Fin N) ℂ).updateRow i (u ᵥ* S⁻¹)).updateRow k (v ᵥ* S⁻¹)) * S := by
    ext l j
    rw [Matrix.mul_apply]
    by_cases hk : l = k
    · simp only [hk, Matrix.updateRow_self]
      exact (congrFun (key v) j).symm
    · by_cases hi : l = i
      · simp only [hi, Matrix.updateRow_ne hik, Matrix.updateRow_self]
        exact (congrFun (key u) j).symm
      · simp [Matrix.updateRow_ne hk, Matrix.updateRow_ne hi, Matrix.one_apply]
  rw [h, Matrix.det_mul, det_one_two_rows hik, mul_comm]

/-- Summing a product of one-particle weights against a Slater determinant gives the
determinant of the one-particle sums. -/
theorem sum_prod_mul_slater (g χ : Fin N → X → ℂ) :
    ∑ x : Fin N → X, (∏ l, g l (x l)) * slater χ x
      = (Matrix.of fun l j => ∑ y, g l y * χ j y).det := by
  have hx : ∀ x : Fin N → X, slater χ x = ∑ σ : Equiv.Perm (Fin N),
      ((Equiv.Perm.sign σ : ℤ) : ℂ) * ∏ i, χ (σ i) (x i) := fun x => by
    rw [slater, ← Matrix.det_transpose, Matrix.det_apply']
    rfl
  rw [← Matrix.det_transpose, Matrix.det_apply']
  simp only [hx, Finset.mul_sum]
  rw [Finset.sum_comm]
  refine Finset.sum_congr rfl fun σ _ => ?_
  simp only [Matrix.transpose_apply, Matrix.of_apply]
  rw [Finset.prod_univ_sum, Fintype.piFinset_univ, Finset.mul_sum]
  refine Finset.sum_congr rfl fun x _ => ?_
  rw [Finset.prod_mul_distrib]
  ring

/-- In the matrix element of a permutation-invariant `F` between two Slater determinants, summed
over all configurations, the conjugated bra determinant may be replaced by `N!` times its diagonal
product. -/
theorem sum_slater_unfold (φ χ : Fin N → X → ℂ) (F : (Fin N → X) → ℂ)
    (hF : ∀ (σ : Equiv.Perm (Fin N)) x, F (x ∘ σ) = F x) :
    ∑ x, conj (slater φ x) * F x * slater χ x
      = (N.factorial : ℂ) * ∑ x, (∏ l, conj (φ l (x l))) * F x * slater χ x := by
  have hc : ∀ x, conj (slater φ x) = ∑ σ : Equiv.Perm (Fin N),
      ((Equiv.Perm.sign σ : ℤ) : ℂ) * ∏ l, conj (φ l (x (σ l))) := fun x => by
    rw [slater, Matrix.det_apply', map_sum]
    refine Finset.sum_congr rfl fun σ _ => ?_
    rw [map_mul, map_prod, map_intCast]
    rfl
  have hs : ∀ (σ : Equiv.Perm (Fin N)) x,
      slater χ (x ∘ σ) = ((Equiv.Perm.sign σ : ℤ) : ℂ) * slater χ x :=
    fun σ x => Matrix.det_permute σ (Matrix.of fun i j => χ j (x i))
  -- relabelling the particles makes all permutations contribute equally
  have h : ∀ σ : Equiv.Perm (Fin N),
      ∑ x, ((Equiv.Perm.sign σ : ℤ) : ℂ) * (∏ l, conj (φ l (x (σ l)))) * F x * slater χ x
        = ∑ x, (∏ l, conj (φ l (x l))) * F x * slater χ x := fun σ => by
    refine Fintype.sum_equiv (Equiv.arrowCongr σ.symm (Equiv.refl X)) _ _ fun x => ?_
    have he : (Equiv.arrowCongr σ.symm (Equiv.refl X)) x = x ∘ σ := rfl
    simp only [he, hF, hs, Function.comp_apply]
    ring
  simp only [hc, Finset.sum_mul]
  rw [Finset.sum_comm]
  simp only [h]
  rw [Finset.sum_const, Finset.card_univ, Fintype.card_perm, Fintype.card_fin, nsmul_eq_mul]

omit [Fintype X] in
/-- For symmetric `V`, twice the pair energy is the sum over all ordered pairs of
different particles. -/
theorem two_mul_pairEnergy {V : X → X → ℂ} (hV : ∀ a b, V a b = V b a) (x : Fin N → X) :
    2 * pairEnergy V x = ∑ i, ∑ k, if i = k then 0 else V (x i) (x k) := by
  have h : pairEnergy V x = ∑ i, ∑ k, if k < i then V (x i) (x k) else 0 := by
    rw [pairEnergy, Finset.sum_comm]
    refine Finset.sum_congr rfl fun i _ => Finset.sum_congr rfl fun k _ => ?_
    rw [hV (x k) (x i)]
  rw [two_mul]
  nth_rewrite 2 [h]
  rw [pairEnergy, ← Finset.sum_add_distrib]
  refine Finset.sum_congr rfl fun i _ => ?_
  rw [← Finset.sum_add_distrib]
  refine Finset.sum_congr rfl fun k _ => ?_
  rcases lt_trichotomy i k with h | h | h
  · simp [h, h.ne, not_lt_of_ge h.le]
  · simp [h]
  · simp [h, h.ne', not_lt_of_ge h.le]

/-- For `i ≠ k` and invertible overlap `S`, summing the diagonal product of the bra times
`V(x_i, x_k)` against the ket determinant gives `det S` times the sum over `a, b` of
`V(a,b) conj φ_i(a) conj φ_k(b)` times a 2 by 2 minor of dual orbitals at `a` and `b`; for `i = k`
both sides vanish. -/
theorem pair_term {φ χ : Fin N → X → ℂ} (hS : (overlap φ χ).det ≠ 0) (V : X → X → ℂ)
    (i k : Fin N) :
    ∑ x, (∏ l, conj (φ l (x l))) * (if i = k then 0 else V (x i) (x k)) * slater χ x
      = ∑ a, ∑ b, V a b * ((overlap φ χ).det * (conj (φ i a) * conj (φ k b) *
        (dualOrbital φ χ i a * dualOrbital φ χ k b
          - dualOrbital φ χ k a * dualOrbital φ χ i b))) := by
  classical
  by_cases hik : i = k
  · simp [hik]
  simp only [if_neg hik]
  -- pin particle i at a and particle k at b
  have pin : ∀ a b, ∑ x, (∏ l, conj (φ l (x l))) *
      ((if x i = a then (1 : ℂ) else 0) * (if x k = b then 1 else 0)) * slater χ x
      = (overlap φ χ).det * (conj (φ i a) * conj (φ k b) *
        (dualOrbital φ χ i a * dualOrbital φ χ k b
          - dualOrbital φ χ k a * dualOrbital φ χ i b)) := fun a b => by
    have h := sum_prod_mul_slater (fun l y => conj (φ l y) *
      ((if l = i then (if y = a then (1 : ℂ) else 0) else 1) *
        (if l = k then (if y = b then (1 : ℂ) else 0) else 1))) χ
    simp only [Finset.prod_mul_distrib, Finset.prod_ite_eq', Finset.mem_univ, if_true] at h
    have hM : (Matrix.of fun l j => ∑ y, conj (φ l y) *
        ((if l = i then (if y = a then (1 : ℂ) else 0) else 1) *
          (if l = k then (if y = b then (1 : ℂ) else 0) else 1)) * χ j y)
        = ((overlap φ χ).updateRow i (conj (φ i a) • fun j => χ j a)).updateRow k
          (conj (φ k b) • fun j => χ j b) := by
      ext l j
      by_cases hk : l = k
      · simp [hk, Ne.symm hik]
      · by_cases hi : l = i
        · simp [hi, hik]
        · simp [hi, hk, overlap]
    rw [h, hM, det_two_rows hS hik]
    simp only [Matrix.smul_vecMul, Pi.smul_apply, smul_eq_mul, dualOrbital]
    ring
  have hV : ∀ x : Fin N → X, V (x i) (x k) = ∑ a, ∑ b, V a b *
      ((if x i = a then (1 : ℂ) else 0) * (if x k = b then 1 else 0)) := fun x => by simp
  calc _ = ∑ x, ∑ a, ∑ b, V a b * ((∏ l, conj (φ l (x l))) *
        ((if x i = a then (1 : ℂ) else 0) * (if x k = b then 1 else 0)) * slater χ x) := by
        refine Finset.sum_congr rfl fun x _ => ?_
        rw [hV x, Finset.mul_sum, Finset.sum_mul]
        refine Finset.sum_congr rfl fun a _ => ?_
        rw [Finset.mul_sum, Finset.sum_mul]
        exact Finset.sum_congr rfl fun b _ => by ring
    _ = _ := by
        rw [Finset.sum_comm]
        refine Finset.sum_congr rfl fun a _ => ?_
        rw [Finset.sum_comm]
        refine Finset.sum_congr rfl fun b _ => ?_
        rw [← Finset.mul_sum, pin a b]

/-- Sums over two orbital labels and two positions may be interchanged. -/
private theorem sum_reorder (f : Fin N → Fin N → X → X → ℂ) :
    ∑ i, ∑ k, ∑ a, ∑ b, f i k a b = ∑ a, ∑ b, ∑ i, ∑ k, f i k a b := by
  calc _ = ∑ i, ∑ a, ∑ k, ∑ b, f i k a b :=
        Finset.sum_congr rfl fun i _ => Finset.sum_comm
    _ = ∑ a, ∑ i, ∑ b, ∑ k, f i k a b := by
        rw [Finset.sum_comm]
        exact Finset.sum_congr rfl fun a _ => Finset.sum_congr rfl fun i _ => Finset.sum_comm
    _ = _ := Finset.sum_congr rfl fun a _ => Finset.sum_comm

/-- For a symmetric interaction `V` and orbital families with invertible overlap `S`, the matrix
element of `∑_{i<k} V(x_i,x_k)` between their Slater determinants is `N! det(S)/2` times
`∑_ab V(a,b) (R(a,a) R(b,b) - R(a,b) R(b,a))`. -/
theorem two_body_matrix_element {φ χ : Fin N → X → ℂ} (hS : (overlap φ χ).det ≠ 0)
    {V : X → X → ℂ} (hV : ∀ a b, V a b = V b a) :
    ∑ x, conj (slater φ x) * pairEnergy V x * slater χ x
      = (N.factorial : ℂ) * (overlap φ χ).det / 2 * ∑ a, ∑ b, V a b *
        (transitionDensity φ χ a a * transitionDensity φ χ b b
          - transitionDensity φ χ a b * transitionDensity φ χ b a) := by
  have hperm : ∀ (σ : Equiv.Perm (Fin N)) (x : Fin N → X),
      pairEnergy V (x ∘ σ) = pairEnergy V x := fun σ x => by
    refine mul_left_cancel₀ (two_ne_zero (α := ℂ)) ?_
    rw [two_mul_pairEnergy hV, two_mul_pairEnergy hV]
    refine Fintype.sum_equiv σ _ _ fun i => Fintype.sum_equiv σ _ _ fun k => ?_
    simp
  have hR : ∀ a b, transitionDensity φ χ a b
      = ∑ l, dualOrbital φ χ l a * conj (φ l b) := fun a b => by
    simp only [transitionDensity, dualOrbital, Matrix.vecMul, dotProduct, Finset.sum_mul]
    exact Finset.sum_comm
  have h : 2 * ∑ x, (∏ l, conj (φ l (x l))) * pairEnergy V x * slater χ x
      = (overlap φ χ).det * ∑ a, ∑ b, V a b *
        (transitionDensity φ χ a a * transitionDensity φ χ b b
          - transitionDensity φ χ a b * transitionDensity φ χ b a) := by
    calc _ = ∑ x, ∑ i, ∑ k, (∏ l, conj (φ l (x l))) *
          (if i = k then 0 else V (x i) (x k)) * slater χ x := by
          rw [Finset.mul_sum]
          refine Finset.sum_congr rfl fun x _ => ?_
          simp only [← Finset.sum_mul, ← Finset.mul_sum]
          rw [← two_mul_pairEnergy hV x]
          ring
      _ = ∑ i, ∑ k, ∑ x, (∏ l, conj (φ l (x l))) *
          (if i = k then 0 else V (x i) (x k)) * slater χ x := by
          rw [Finset.sum_comm]
          exact Finset.sum_congr rfl fun i _ => Finset.sum_comm
      _ = _ := by
          rw [Finset.sum_congr rfl fun i _ => Finset.sum_congr rfl fun k _ => pair_term hS V i k,
            sum_reorder, Finset.mul_sum]
          refine Finset.sum_congr rfl fun a _ => ?_
          rw [Finset.mul_sum]
          refine Finset.sum_congr rfl fun b _ => ?_
          -- the direct and exchange products of densities
          rw [mul_comm (transitionDensity φ χ a b), hR a a, hR b b, hR b a, hR a b,
            Finset.sum_mul_sum, Finset.sum_mul_sum, ← Finset.sum_sub_distrib,
            Finset.mul_sum, Finset.mul_sum]
          refine Finset.sum_congr rfl fun i _ => ?_
          rw [← Finset.sum_sub_distrib, Finset.mul_sum, Finset.mul_sum]
          exact Finset.sum_congr rfl fun k _ => by ring
  rw [sum_slater_unfold φ χ (pairEnergy V) hperm]
  linear_combination ((N.factorial : ℂ) / 2) * h

/-- For orthonormal orbitals and symmetric `V`, the diagonal matrix element is `N!/2` times the
sum of Coulomb minus exchange integrals `⟨jl|jl⟩ - ⟨jl|lj⟩`. -/
theorem coulomb_sub_exchange {φ : Fin N → X → ℂ} (hφ : overlap φ φ = 1)
    {V : X → X → ℂ} (hV : ∀ a b, V a b = V b a) :
    ∑ x, conj (slater φ x) * pairEnergy V x * slater φ x
      = (N.factorial : ℂ) / 2 * ∑ j, ∑ l,
        (twoElectron V (φ j) (φ l) (φ j) (φ l) - twoElectron V (φ j) (φ l) (φ l) (φ j)) := by
  have hR : ∀ a b, transitionDensity φ φ a b = ∑ j, φ j a * conj (φ j b) := fun a b => by
    simp [transitionDensity, hφ, Matrix.one_apply]
  rw [two_body_matrix_element (by rw [hφ, Matrix.det_one]; exact one_ne_zero) hV, hφ,
    Matrix.det_one, mul_one]
  congr 1
  simp only [twoElectron, ← Finset.sum_sub_distrib]
  rw [sum_reorder]
  refine Finset.sum_congr rfl fun a _ => Finset.sum_congr rfl fun b _ => ?_
  rw [mul_comm (transitionDensity φ φ a b), hR a a, hR b b, hR b a, hR a b,
    Finset.sum_mul_sum, Finset.sum_mul_sum, ← Finset.sum_sub_distrib, Finset.mul_sum]
  refine Finset.sum_congr rfl fun j _ => ?_
  rw [← Finset.sum_sub_distrib, Finset.mul_sum]
  exact Finset.sum_congr rfl fun l _ => by ring

end

end SlaterTwoBody
```

```lean
#print axioms SlaterTwoBody.two_body_matrix_element
#print axioms SlaterTwoBody.coulomb_sub_exchange
```

```
'SlaterTwoBody.two_body_matrix_element' depends on axioms: [propext, Classical.choice, Quot.sound]
'SlaterTwoBody.coulomb_sub_exchange' depends on axioms: [propext, Classical.choice, Quot.sound]
```

## From row replacement to the density formula

`sum_slater_unfold` is the bra expansion, for any permutation-invariant $F$; `Fintype.sum_equiv` performs the relabelling. `sum_prod_mul_slater` is the determinant of one-particle sums, where `Finset.prod_univ_sum` exchanges product and sum.

`det_one_two_rows` evaluates $\det E$ by a different route from the row expansion above. It writes $E=1+AB$ with $A$ of size $N\times2$, and `Matrix.det_one_add_mul_comm` turns the determinant into that of the 2×2 matrix $1+BA$. `det_two_rows` then factors the replaced matrix as $ES$, a two-row Cramer rule.

`two_mul_pairEnergy` converts $i<k$ into ordered pairs by comparing $i$ with $k$. In `pair_term`, the step `pin` inserts the deltas and applies the row rule; the closing `calc` restores $V$ and sums over $a,b$. `sum_reorder` interchanges the label and position sums.

The main theorem checks that $W$ is permutation-invariant (`hperm`), writes $R$ through the dual orbitals (`hR`), and assembles the density products in `h`. `linear_combination` supplies $N!/2$. The orthonormal theorem substitutes $S=1$ and expands the products of $R$ into two-electron integrals.
